# Linear extrapolation from the first two Matsubara frequencies gives two levels at ±D a false density at the Fermi level

## An insulator that appears to have states in its gap

Take a system with one level at energy $D$ above the Fermi level and one at $D$ below it, and nothing in between. Its Green's function is known only at the Matsubara frequencies, and the density of states at the Fermi level is read off by drawing a straight line through the first two points of $-\operatorname{Im}G$ and following it to zero frequency. The line ends at a positive value. The system has a gap, yet the estimate reports states inside it.

If the gap $2D$ is less than about eleven times the temperature (in energy units), the data mislead in a second way. The points then no longer fall towards zero frequency, as one expects of an insulator, but rise, as they do for many metals. The change occurs at $D=\sqrt3\,\pi T$.

## From the Green's function to the signal

Energies are measured from the Fermi level, and $\hbar=k_B=1$, so that the temperature $T$ is an energy. A finite spectrum with levels $E_k$ and weights $p_k$ has the Green's function

$$G(z)=\sum_k \frac{p_k}{z-E_k}.$$

On the imaginary axis we use the real quantity $g(w)=-\operatorname{Im}G(iw)$, called the signal below. Its limit as $w\to0^+$, divided by $\pi$, is the usual expression for the density of states at the Fermi level.

For one level,

$$\frac{1}{iw-E}=\frac{-E-iw}{w^2+E^2},$$

so its imaginary part is $-w/(w^2+E^2)$, and therefore

$$g(w)=\sum_k p_k\,\frac{w}{w^2+E_k^2}.$$

For levels at $\pm D$ with weight $1/2$ each, the two terms are equal and add up to

$$g(w)=\frac{w}{w^2+D^2}.$$

Here $D$ is half the gap, not the half-bandwidth for which the letter is also used.

If no $E_k$ is zero, every denominator tends to $E_k^2>0$ while the numerator tends to zero. Each term vanishes, and so does the finite sum: the true limit of the signal is $0$.

## The value at which the line ends

The fermionic Matsubara frequencies are $(2n+1)\pi T$ with $n=0,1,\dots$, and the first two are $w=\pi T$ and $3w=3\pi T$. The line through $(w,g(w))$ and $(3w,g(3w))$ has slope $(g(3w)-g(w))/(2w)$, so at zero it takes the value

$$g(w)-w\,\frac{g(3w)-g(w)}{2w}=\frac{3g(w)-g(3w)}{2}.$$

A level at $E$ with unit weight contributes

$$\frac12\left(\frac{3w}{w^2+E^2}-\frac{3w}{9w^2+E^2}\right)
=\frac{3w}{2}\cdot\frac{8w^2}{(w^2+E^2)(9w^2+E^2)}
=\frac{12w^3}{(w^2+E^2)(9w^2+E^2)}.$$

This is positive for every $w>0$. For the two levels at $\pm D$, the extrapolated value is the same expression with $E=D$:

$$\frac{12(\pi T)^3}{\big((\pi T)^2+D^2\big)\big(9(\pi T)^2+D^2\big)}>0.$$

For any finite, nonempty spectrum with positive weights and all $|E_k|\ge D>0$, symmetric or not, the denominator of each term is at least $E_k^4\ge D^4$. The extrapolated value is then positive and at most $\big(\sum_k p_k\big)\,12w^3/D^4$. At fixed spectrum this bound falls as $T^3$ on cooling.

## When the points fall towards zero frequency

The insulating trend is the inequality $g(w)<g(3w)$. For a single level at $e$, both denominators are positive, and cross-multiplication gives

$$\frac{w}{w^2+e^2}<\frac{3w}{9w^2+e^2}
\iff 9w^2+e^2<3w^2+3e^2
\iff 3w^2<e^2
\iff \sqrt3\,w<|e|.$$

For the levels at $\pm D$ this reads $D>\sqrt3\,\pi T$. For a general finite, nonempty spectrum with positive weights, the trend holds if every level satisfies $|E_k|>\sqrt3\,w$, because a sum of strict inequalities is strict. This is a sufficient condition: if some levels lie inside $\sqrt3\,w$ and others outside, the outcome depends on the weights.

## Two gaps at room temperature

In dynamical mean-field theory with a quantum Monte Carlo solver, the Green's function is available at the Matsubara frequencies, and a Fermi-level density can be estimated from the lowest ones before any full analytic continuation. The formulas above give the error of the two-point linear estimate for a spectrum of two fixed, equally weighted levels.

Let $T=0.025$ eV, so that $\pi T\approx0.0785$ eV and $\sqrt3\,\pi T\approx0.136$ eV.

| $D$ (eV) | $g(\pi T)$ (1/eV) | $g(3\pi T)$ (1/eV) | line at zero (1/eV) | false density (1/eV) |
|---|---|---|---|---|
| 0.5 | 0.307 | 0.771 | 0.074 | 0.024 |
| 0.1 | 4.86 | 3.60 | 5.49 | 1.75 |

The last column is the one before it divided by $\pi$. With a gap of 1 eV the points fall towards zero frequency and the false density is small. With a gap of 0.2 eV they rise, and the line ends above both of them. The true density at the Fermi level is zero in both rows.

## The statement in Lean

The levels and weights are real functions `E` and `p` on a finite index type `ι`. `greens` is $G(z)$, and `signal` is $g(w)$, defined as minus the imaginary part of `greens` at $iw$; the formula $w/(w^2+D^2)$ is thus derived and not postulated. `matsubara T n` is $(2n+1)\pi T$, counted from $n=0$. `extrapolateToZero f a b` is the value at zero of the line through the points of `f` at `a` and `b`. `symmetricSignal D` is the signal of two levels, listed as `![D, -D]`, with weight $1/2$ each.

The final theorem, `false_fermi_level_density`, assumes $D>0$ and $T>0$. The first condition says that there is a gap, the second that the Matsubara points are separated and positive. It states four facts together:

- the signal tends to $0$ as the frequency tends to zero from above, which is the meaning of `𝓝[>] 0`;
- the line through the first two Matsubara points has the stated value at zero;
- this value is positive;
- the signal at $\pi T$ is smaller than at $3\pi T$ if and only if $\sqrt3\,\pi T<D$.

The word "density" in the theorem's name refers to the reading of $g(0^+)/\pi$ as a density of states; the theorem itself speaks of $g$, without the factor $1/\pi$. The general lemmas allow any finite number of levels, and the weights need not add up to one. The step from here to a bulk insulator is the passage from finitely many sharp levels to continuous bands, where the sum over $k$ becomes an integral.

```lean
import Mathlib

open Filter Topology

namespace MatsubaraExtrapolation

noncomputable section

variable {ι : Type*} [Fintype ι]

/-- Green's function of a finite spectrum with levels `E k` and weights `p k`,
for complex energies `z` different from every level. -/
def greens (p E : ι → ℝ) (z : ℂ) : ℂ := ∑ k, (p k : ℂ) / (z - (E k : ℂ))

/-- Minus the imaginary part of the Green's function at the imaginary energy `i w`,
for `w ≠ 0`, or for `w = 0` if no level is at zero. -/
def signal (p E : ι → ℝ) (w : ℝ) : ℝ := -(greens p E (Complex.I * (w : ℂ))).im

/-- The fermionic Matsubara frequency `(2n + 1) π T`. -/
def matsubara (T : ℝ) (n : ℕ) : ℝ := (2 * (n : ℝ) + 1) * (Real.pi * T)

/-- Value at zero of the straight line through `(a, f a)` and `(b, f b)`, for `a ≠ b`. -/
def extrapolateToZero (f : ℝ → ℝ) (a b : ℝ) : ℝ := f a - a * (f b - f a) / (b - a)

/-- The signal of two levels at `D` and `-D` with weight one half each,
for `w` and `D` not both zero. -/
def symmetricSignal (D : ℝ) : ℝ → ℝ := signal (fun _ : Fin 2 => 1 / 2) ![D, -D]

/-- Each level contributes `w / (w² + E²)` to the signal, times its weight. -/
theorem signal_eq (p E : ι → ℝ) (w : ℝ) :
    signal p E w = ∑ k, p k * (w / (w ^ 2 + E k ^ 2)) := by
  unfold signal greens
  rw [Complex.im_sum, ← Finset.sum_neg_distrib]
  refine Finset.sum_congr rfl fun k _ => ?_
  have hn : Complex.normSq (Complex.I * (w : ℂ) - (E k : ℂ)) = w ^ 2 + E k ^ 2 := by
    simp [Complex.normSq_apply]
    ring
  have him : (Complex.I * (w : ℂ) - (E k : ℂ)).im = w := by simp
  rw [Complex.div_im, hn, him, Complex.ofReal_re, Complex.ofReal_im]
  ring

/-- If no level lies at the Fermi energy (zero), the signal tends to zero
as the frequency tends to zero from above. -/
theorem signal_tendsto_zero (p E : ι → ℝ) (hE : ∀ k, E k ≠ 0) :
    Tendsto (signal p E) (𝓝[>] 0) (𝓝 0) := by
  have h : Tendsto (fun w : ℝ => ∑ k, p k * (w / (w ^ 2 + E k ^ 2))) (𝓝 0)
      (𝓝 (∑ k, p k * ((0 : ℝ) / ((0 : ℝ) ^ 2 + E k ^ 2)))) := by
    refine tendsto_finsetSum _ fun k _ => ?_
    -- the gap keeps the denominator away from zero
    have hk : (0 : ℝ) ^ 2 + E k ^ 2 ≠ 0 := by simpa using hE k
    have hc : ContinuousAt (fun w : ℝ => p k * (w / (w ^ 2 + E k ^ 2))) 0 :=
      continuousAt_const.mul
        (continuousAt_id.div ((continuousAt_id.pow 2).add continuousAt_const) hk)
    exact hc
  simp only [zero_div, mul_zero, Finset.sum_const_zero] at h
  exact (h.mono_left nhdsWithin_le_nhds).congr fun w => (signal_eq p E w).symm

/-- Linear extrapolation of the signal from `w > 0` and `3w` to zero frequency,
written as a sum over the levels. -/
theorem extrapolation_eq (p E : ι → ℝ) {w : ℝ} (hw : 0 < w) :
    extrapolateToZero (signal p E) w (3 * w) =
      ∑ k, p k * (12 * w ^ 3 / ((w ^ 2 + E k ^ 2) * (9 * w ^ 2 + E k ^ 2))) := by
  -- at zero frequency the line through the two points has the value (3 g(w) - g(3w)) / 2
  have hline : extrapolateToZero (signal p E) w (3 * w) =
      (3 * signal p E w - signal p E (3 * w)) / 2 := by
    unfold extrapolateToZero
    generalize signal p E (3 * w) = B
    generalize signal p E w = A
    have h : w * (B - A) / (3 * w - w) = (B - A) / 2 := by
      rw [show 3 * w - w = w * 2 by ring]
      exact mul_div_mul_left _ _ hw.ne'
    rw [h]
    ring
  rw [hline, signal_eq, signal_eq, Finset.mul_sum, ← Finset.sum_sub_distrib, Finset.sum_div]
  refine Finset.sum_congr rfl fun k _ => ?_
  have h1 : w ^ 2 + E k ^ 2 ≠ 0 := by positivity
  have h2 : 9 * w ^ 2 + E k ^ 2 ≠ 0 := by positivity
  rw [show (3 * w) ^ 2 + E k ^ 2 = 9 * w ^ 2 + E k ^ 2 by ring]
  field_simp
  ring

/-- For at least one level, positive weights and all levels at distance at least `D > 0` from zero,
the value extrapolated from `w > 0` and `3w` is positive and at most `12 w³ / D⁴` times the total
weight. -/
theorem extrapolation_bounds [Nonempty ι] (p E : ι → ℝ) {w D : ℝ} (hw : 0 < w) (hD : 0 < D)
    (hp : ∀ k, 0 < p k) (hE : ∀ k, D ≤ |E k|) :
    0 < extrapolateToZero (signal p E) w (3 * w) ∧
      extrapolateToZero (signal p E) w (3 * w) ≤ (∑ k, p k) * (12 * w ^ 3 / D ^ 4) := by
  rw [extrapolation_eq p E hw]
  constructor
  · exact Finset.sum_pos (fun k _ => mul_pos (hp k) (by positivity)) Finset.univ_nonempty
  · rw [Finset.sum_mul]
    refine Finset.sum_le_sum fun k _ => mul_le_mul_of_nonneg_left ?_ (hp k).le
    have h2 : D ^ 2 ≤ E k ^ 2 := by
      rw [← sq_abs (E k)]
      exact pow_le_pow_left₀ hD.le (hE k) 2
    have h4 : D ^ 4 ≤ (w ^ 2 + E k ^ 2) * (9 * w ^ 2 + E k ^ 2) := by
      calc D ^ 4 = D ^ 2 * D ^ 2 := by ring
        _ ≤ _ := mul_le_mul (by nlinarith [sq_nonneg w]) (by nlinarith [sq_nonneg w])
          (by positivity) (by positivity)
    exact div_le_div_of_nonneg_left (by positivity) (by positivity) h4

/-- The contribution of a single level `e` with unit weight is larger at `3w` than at `w > 0`
exactly when `|e| > √3 w`. -/
theorem level_trend_iff {w : ℝ} (hw : 0 < w) (e : ℝ) :
    w / (w ^ 2 + e ^ 2) < 3 * w / ((3 * w) ^ 2 + e ^ 2) ↔ √3 * w < |e| := by
  have hs : (√3 * w) ^ 2 = 3 * w ^ 2 := by
    rw [mul_pow, Real.sq_sqrt (by norm_num)]
  have habs : √3 * w < |e| ↔ 3 * w ^ 2 < e ^ 2 := by
    rw [← hs, sq_lt_sq, abs_of_pos (by positivity : 0 < √3 * w)]
  rw [habs, div_lt_div_iff₀ (by positivity) (by positivity)]
  constructor
  · intro h
    have h' : 0 < w * (e ^ 2 - 3 * w ^ 2) := by nlinarith
    exact sub_pos.1 ((mul_pos_iff_of_pos_left hw).1 h')
  · intro h
    have h' := mul_pos hw (sub_pos.2 h)
    nlinarith

/-- For at least one level and positive weights, the signal is larger at `3w` than at `w > 0` if
every level lies farther than `√3 w` from zero. -/
theorem insulating_trend [Nonempty ι] (p E : ι → ℝ) {w : ℝ} (hw : 0 < w)
    (hp : ∀ k, 0 < p k) (hE : ∀ k, √3 * w < |E k|) :
    signal p E w < signal p E (3 * w) := by
  rw [signal_eq, signal_eq]
  exact Finset.sum_lt_sum_of_nonempty Finset.univ_nonempty fun k _ =>
    mul_lt_mul_of_pos_left ((level_trend_iff hw (E k)).2 (hE k)) (hp k)

/-- The signal of two equally weighted levels at `D` and `-D` is `w / (w² + D²)`. -/
theorem symmetricSignal_eq (D w : ℝ) : symmetricSignal D w = w / (w ^ 2 + D ^ 2) := by
  simp only [symmetricSignal, signal_eq, Fin.sum_univ_two, Matrix.cons_val_zero,
    Matrix.cons_val_one, neg_sq]
  ring

/-- For levels at `±D` with `D > 0` and temperature `T > 0`, the signal vanishes in the limit of
zero frequency, but its linear extrapolation from the first two Matsubara frequencies is positive,
with the value given. The signal is larger at the second of these frequencies than at the first
exactly when `D > √3 π T`. -/
theorem false_fermi_level_density {D T : ℝ} (hD : 0 < D) (hT : 0 < T) :
    Tendsto (symmetricSignal D) (𝓝[>] 0) (𝓝 0) ∧
    extrapolateToZero (symmetricSignal D) (matsubara T 0) (matsubara T 1) =
      12 * (Real.pi * T) ^ 3 /
        (((Real.pi * T) ^ 2 + D ^ 2) * (9 * (Real.pi * T) ^ 2 + D ^ 2)) ∧
    0 < extrapolateToZero (symmetricSignal D) (matsubara T 0) (matsubara T 1) ∧
    (symmetricSignal D (matsubara T 0) < symmetricSignal D (matsubara T 1) ↔
      √3 * (Real.pi * T) < D) := by
  have hw : 0 < Real.pi * T := mul_pos Real.pi_pos hT
  have h0 : matsubara T 0 = Real.pi * T := by
    simp only [matsubara, Nat.cast_zero]
    ring
  have h1 : matsubara T 1 = 3 * (Real.pi * T) := by
    simp only [matsubara, Nat.cast_one]
    ring
  rw [h0, h1]
  generalize Real.pi * T = w at hw ⊢
  have hval : extrapolateToZero (symmetricSignal D) w (3 * w) =
      12 * w ^ 3 / ((w ^ 2 + D ^ 2) * (9 * w ^ 2 + D ^ 2)) := by
    unfold symmetricSignal
    rw [extrapolation_eq _ _ hw]
    simp only [Fin.sum_univ_two, Matrix.cons_val_zero, Matrix.cons_val_one, neg_sq]
    ring
  refine ⟨?_, hval, ?_, ?_⟩
  · refine signal_tendsto_zero _ _ fun k => ?_
    fin_cases k <;> simp [hD.ne']
  · rw [hval]
    positivity
  · rw [symmetricSignal_eq, symmetricSignal_eq, level_trend_iff hw D, abs_of_pos hD]

end

end MatsubaraExtrapolation
```

```lean
#print axioms MatsubaraExtrapolation.extrapolation_bounds
#print axioms MatsubaraExtrapolation.insulating_trend
#print axioms MatsubaraExtrapolation.false_fermi_level_density
```

```
'MatsubaraExtrapolation.extrapolation_bounds' depends on axioms: [propext, Classical.choice, Quot.sound]
'MatsubaraExtrapolation.insulating_trend' depends on axioms: [propext, Classical.choice, Quot.sound]
'MatsubaraExtrapolation.false_fermi_level_density' depends on axioms: [propext, Classical.choice, Quot.sound]
```

## From one pole to the sum over levels

`signal_eq` takes the imaginary part of each pole. The minus sign is moved inside the sum, and the terms are compared one by one. The auxiliary facts `hn` and `him` say that the denominator $iw-E_k$ has squared modulus $w^2+E_k^2$ and imaginary part $w$. Mathlib's formula for the imaginary part of a quotient, `Complex.div_im`, then gives the real expression. The later lemmas rest on this form of the signal.

`signal_tendsto_zero` takes the limit term by term. Since $E_k\neq0$, the denominator is nonzero at $w=0$ (`hk`), so each term is continuous there and tends to its value at zero, which is $0$. This gives a two-sided limit, which `mono_left` restricts to positive frequencies. The condition on the levels has a clear purpose: a single level at zero with nonzero weight $p$ would contribute $p/w$, which diverges.

## The line and its bounds

`extrapolation_eq` first proves `hline`, the formula $(3g(w)-g(3w))/2$. At this point only the two values of the signal matter, so `generalize` replaces them by plain numbers `A` and `B`. The two sums are then merged into one, and `field_simp` with `ring` carries out the subtraction of fractions that produces $12w^3$ in the numerator.

`extrapolation_bounds` works on this sum. For positive weights every term is positive, and a nonempty sum of positive terms is positive. For the upper bound, `h2` squares $D\le|E_k|$, and `h4` multiplies the two estimates $D^2\le w^2+E_k^2$ and $D^2\le 9w^2+E_k^2$. A larger denominator gives a smaller fraction, and summing over the levels yields the total weight times $12w^3/D^4$.

## The threshold and the two-level case

`level_trend_iff` is the comparison for one level. The fact `habs` turns $\sqrt3\,w<|e|$ into $3w^2<e^2$, which is allowed because $\sqrt3\,w$ is positive. The lemma `div_lt_div_iff₀` cross-multiplies. In both directions the remaining inequality is equivalent to $0<w(e^2-3w^2)$, and the positive factor $w$ is removed or restored. `insulating_trend` multiplies the one-level inequality by each positive weight and adds the results.

`symmetricSignal_eq` writes out the sum over two levels; the sign of $-D$ disappears in the square, and the two halves add up to one.

In the final theorem, `h0` and `h1` evaluate the first two Matsubara frequencies as $\pi T$ and $3\pi T$. After that only the positivity of $\pi T$ is needed, so it is replaced by a single letter `w`. The value `hval` is `extrapolation_eq` for two levels. The four parts then follow in order: the limit from `signal_tendsto_zero`, after a check that neither $D$ nor $-D$ is zero; the value from `hval`; its sign from `positivity`; and the threshold from `level_trend_iff` with $|D|=D$.
